# A unitary family with scalar commutant: an invertible intertwiner with its conjugate is symmetric or antisymmetric

**Q.** Fix the conventions first. I have unitary $N\times N$ matrices $R(g)$ for the elements $g$ of a symmetry group. I write an antilinear map as $T=UK$, with $K$ complex conjugation of components and $U$ a matrix. A bar is entrywise conjugation, $A^T$ the transpose, $A^\dagger=\bar A^T$. Where are these in Lean?

**A.** Rows and columns are labelled by a finite type `n` with $N$ elements, and $g$ runs over an arbitrary type `G`. The bar is `conjM`, the transpose `Uᵀ`, the adjoint `Uᴴ`, and invertibility of $U$ is `IsUnit U.det`.

```lean
import Mathlib

open Matrix ComplexConjugate

namespace WignerRealityType

variable {n G : Type*} [Fintype n] [DecidableEq n]

/-- Entrywise complex conjugate of a matrix. -/
def conjM (A : Matrix n n ℂ) : Matrix n n ℂ := A.map (starRingEnd ℂ)
```

**Q.** I see no group there, and no irreducibility.

**A.** `R` is only a family of matrices. The argument uses $R(g)R(g)^\dagger=1$, stated as `R g ∈ unitaryGroup n ℂ`, and never the group law or finiteness, so a representation of a finite group is a special case. Irreducibility enters in the form that Schur's lemma delivers: a matrix $M$ commuting with all $R(g)$ is $c\cdot 1$. This is assumed, not derived from the absence of invariant subspaces. It stands for a single multiplet, on which no linear operator other than a constant commutes with the symmetry.

```lean
/-- Only multiples of the identity commute with all the matrices `R g`. -/
def ScalarCommutant (R : G → Matrix n n ℂ) : Prop :=
  ∀ M : Matrix n n ℂ, (∀ g, R g * M = M * R g) → ∃ c : ℂ, M = c • (1 : Matrix n n ℂ)
```

**Q.** And time reversal?

**A.** Since $KA=\bar AK$, the condition $R(g)T=TR(g)$ reads $R(g)U=U\overline{R(g)}$, which is `Intertwines R U`. Also $T^2=U\bar U$. Reality of the family, `IsRealizable R`, means $R(g)S=SD(g)$ with one invertible $S$ and real matrices $D(g)$.

```lean
/-- `U` intertwines `R` with its complex conjugate: `R(g) U = U conj R(g)` for all `g`. -/
def Intertwines (R : G → Matrix n n ℂ) (U : Matrix n n ℂ) : Prop :=
  ∀ g, R g * U = U * conjM (R g)

/-- One invertible change of basis `S` turns all `R g` into real matrices `D g`. -/
def IsRealizable (R : G → Matrix n n ℂ) : Prop :=
  ∃ (S : Matrix n n ℂ) (D : G → Matrix n n ℝ),
    IsUnit S.det ∧ ∀ g, R g * S = S * (D g).map Complex.ofReal
```

**Q.** Why should the transpose of $U$ matter at all?

**A.** Drop the argument $g$. Transposing $RU=U\bar R$ gives $U^TR^T=R^\dagger U^T$, which is `h4` in `transpose_intertwines`. Unitarity gives $R^T\bar R=(R^\dagger R)^T=1$, which is `h3`. Then
$$RU^T=R\,(U^TR^T)\,\bar R=RR^\dagger U^T\bar R=U^T\bar R,$$
and the `calc` block is this chain. So $U^T$ intertwines as well. The lemma `conjM_mul`, $\overline{AB}=\bar A\bar B$, is needed later.

```lean
variable {R : G → Matrix n n ℂ} {U V : Matrix n n ℂ}

omit [DecidableEq n] in
/-- The conjugate of a product is the product of the conjugates. -/
theorem conjM_mul (A B : Matrix n n ℂ) : conjM (A * B) = conjM A * conjM B :=
  Matrix.map_mul

/-- For unitary `R g`, the transpose of an intertwiner is again an intertwiner. -/
theorem transpose_intertwines (hR : ∀ g, R g ∈ unitaryGroup n ℂ) (h : Intertwines R U) :
    Intertwines R Uᵀ := by
  intro g
  have h1 : R g * (R g)ᴴ = 1 := mem_unitaryGroup_iff.1 (hR g)
  have h2 : (R g)ᴴ * R g = 1 := mul_eq_one_comm.1 h1
  have e : conjM (R g) = (R g)ᴴᵀ := by ext i j; simp [conjM]
  have h3 : (R g)ᵀ * conjM (R g) = 1 := by rw [e, ← transpose_mul, h2, transpose_one]
  -- the transposed relation
  have h4 : Uᵀ * (R g)ᵀ = (R g)ᴴ * Uᵀ := by
    rw [← transpose_mul, h g, transpose_mul, e, transpose_transpose]
  calc R g * Uᵀ = R g * Uᵀ * ((R g)ᵀ * conjM (R g)) := by rw [h3, mul_one]
    _ = R g * (Uᵀ * (R g)ᵀ) * conjM (R g) := by noncomm_ring
    _ = (R g * (R g)ᴴ) * Uᵀ * conjM (R g) := by rw [h4]; noncomm_ring
    _ = Uᵀ * conjM (R g) := by rw [h1, one_mul]
```

Next let $U$ be invertible and $V$ any intertwiner. From $RU=U\bar R$ follows $\bar RU^{-1}=U^{-1}R$, hence $RVU^{-1}=V\bar RU^{-1}=VU^{-1}R$. The commutant hypothesis gives $VU^{-1}=c\cdot1$, that is $V=cU$. Unitarity is not used in `intertwiner_unique`.

```lean
/-- With scalar commutant, every intertwiner is a multiple of a given invertible one. -/
theorem intertwiner_unique (hc : ScalarCommutant R) (hU : IsUnit U.det)
    (h : Intertwines R U) (hV : Intertwines R V) : ∃ c : ℂ, V = c • U := by
  obtain ⟨c, hc⟩ := hc (V * U⁻¹) fun g => by
    have h1 : conjM (R g) * U⁻¹ = U⁻¹ * R g := by
      calc conjM (R g) * U⁻¹ = U⁻¹ * (U * conjM (R g)) * U⁻¹ := by
            rw [← mul_assoc, nonsing_inv_mul _ hU, one_mul]
        _ = U⁻¹ * R g := by
            rw [← h g, mul_assoc, mul_assoc, mul_nonsing_inv _ hU, mul_one]
    rw [← mul_assoc, hV g, mul_assoc, h1, mul_assoc]
  refine ⟨c, ?_⟩
  calc V = V * U⁻¹ * U := by rw [mul_assoc, nonsing_inv_mul _ hU, mul_one]
    _ = c • U := by rw [hc, Matrix.smul_mul, one_mul]
```

With $V=U^T$ we have $U^T=cU$. Transposing once more, $U=cU^T=c^2U$, so $(c-1)(c+1)U=0$. Either $c=1$, or $c=-1$, or $U=0$, and the zero matrix is symmetric; these are the branches of the two `rcases` steps. In words, `symm_or_antisymm` says: for unitary $R(g)$ with scalar commutant, an invertible intertwiner has $U^T=U$ or $U^T=-U$. An invertible $U$ with $N\ge1$ is nonzero and cannot satisfy both; for $N=0$ both hold.

```lean
/-- For unitary `R g` with scalar commutant, an invertible `U` with `R(g) U = U conj R(g)` is
symmetric or antisymmetric. -/
theorem symm_or_antisymm (hR : ∀ g, R g ∈ unitaryGroup n ℂ) (hc : ScalarCommutant R)
    (hU : IsUnit U.det) (h : Intertwines R U) : Uᵀ = U ∨ Uᵀ = -U := by
  obtain ⟨c, e⟩ := intertwiner_unique hc hU h (transpose_intertwines hR h)
  -- transposing twice gives `c² U = U`
  have h1 : U = c • c • U := by
    calc U = Uᵀᵀ := (transpose_transpose U).symm
      _ = c • c • U := by rw [e, transpose_smul, e]
  have h2 : ((c - 1) * (c + 1)) • U = 0 := by
    calc ((c - 1) * (c + 1)) • U = c • c • U - U := by module
      _ = 0 := by rw [← h1, sub_self]
  rcases smul_eq_zero.1 h2 with h3 | h3
  · rcases mul_eq_zero.1 h3 with h4 | h4
    · left; rw [e, sub_eq_zero.1 h4, one_smul]
    · right; rw [e, eq_neg_of_add_eq_zero_left h4, neg_smul, one_smul]
  · left; rw [h3, transpose_zero]
```

**Q.** I classify by $T^2=\pm1$, not by a transpose. And nothing made your $U$ unitary.

**A.** Conjugating the relation gives $\bar R\bar U=\bar UR$, so $RU\bar U=U\bar R\bar U=U\bar UR$ and $U\bar U=c\cdot1$. From $U^T=\pm U$ we get $U^\dagger=\pm\bar U$, so $UU^\dagger=\pm c\cdot1$ with the same sign. The step `key` shows that a scalar $UU^\dagger=a\cdot1$ is positive: its diagonal entry in row $i$ is $a=\sum_j|U_{ij}|^2\ge0$, and $a=0$ would make the invertible matrix $UU^\dagger$ vanish. For $N=0$ there is no row, all matrices coincide, and the proof simply takes the scalar $1$. Thus `time_reversal_square` yields a real $r>0$ with $U\bar U=r$ for symmetric $U$ and $U\bar U=-r$ for antisymmetric $U$. The number $r$ is the normalisation left free: $UU^\dagger=r$, so $U/\sqrt r$ is unitary and the normalised map has $T^2=+1$ or $T^2=-1$.

```lean
/-- For unitary `R g` with scalar commutant and an invertible intertwiner `U`, `U conj U` is `+r`
with `U` symmetric, or `-r` with `U` antisymmetric, for some `r > 0`. -/
theorem time_reversal_square (hR : ∀ g, R g ∈ unitaryGroup n ℂ) (hc : ScalarCommutant R)
    (hU : IsUnit U.det) (h : Intertwines R U) :
    ∃ r : ℝ, 0 < r ∧ ((Uᵀ = U ∧ U * conjM U = (r : ℂ) • 1) ∨
      (Uᵀ = -U ∧ U * conjM U = -((r : ℂ) • 1))) := by
  -- a scalar `U U†` is positive
  have key : ∀ a : ℂ, U * Uᴴ = a • 1 → ∃ r : ℝ, 0 < r ∧ U * Uᴴ = (r : ℂ) • 1 := by
    intro a ha
    rcases isEmpty_or_nonempty n with hn | hn
    · exact ⟨1, one_pos, by ext i; exact isEmptyElim i⟩
    obtain ⟨i⟩ := id hn
    have e : a = ((∑ j, Complex.normSq (U i j) : ℝ) : ℂ) := by
      have := congrFun (congrFun ha i) i
      simp only [Matrix.mul_apply, conjTranspose_apply, Matrix.smul_apply, one_apply_eq,
        smul_eq_mul, mul_one, Complex.star_def, Complex.mul_conj] at this
      rw [Complex.ofReal_sum]; exact this.symm
    rw [e] at ha
    refine ⟨_, lt_of_le_of_ne (Finset.sum_nonneg fun j _ => Complex.normSq_nonneg _) ?_, ha⟩
    intro h0
    rw [← h0] at ha
    have hu : IsUnit U := (isUnit_iff_isUnit_det U).2 hU
    have h2 : U * Uᴴ = 0 := by simpa using ha
    exact (hu.mul hu.star).ne_zero h2
  -- `U conj U` commutes with `R`
  obtain ⟨c, e⟩ := hc (U * conjM U) fun g => by
    have cc : conjM (conjM (R g)) = R g := by ext i j; simp [conjM]
    have h1 := congrArg conjM (h g)
    rw [conjM_mul, conjM_mul, cc] at h1
    rw [← mul_assoc, h g, mul_assoc, h1, mul_assoc]
  have t : Uᴴ = conjM Uᵀ := by ext i j; simp [conjM]
  rcases symm_or_antisymm hR hc hU h with hs | hs
  · rw [hs] at t
    obtain ⟨r, hr, h2⟩ := key c (by rw [t, e])
    exact ⟨r, hr, Or.inl ⟨hs, by rw [← h2, t]⟩⟩
  · have t' : Uᴴ = -conjM U := by rw [t, hs]; ext i j; simp [conjM]
    obtain ⟨r, hr, h2⟩ := key (-c) (by rw [t', mul_neg, e, neg_smul])
    exact ⟨r, hr, Or.inr ⟨hs, by rw [← h2, t', mul_neg, neg_neg]⟩⟩
```

**Q.** A sign is still only a label. Does "real" mean that I can write real matrices?

**A.** Suppose $U\bar U=r>0$. Choose a complex $l$ with $l\bar l=r$ that is not an eigenvalue of $U$. The proof takes $l=x+i\sqrt{r-x^2}$ with $x$ in the interval $(0,\sqrt r)$, which has infinitely many points, away from the finitely many real parts of eigenvalues. Then $S=l-U$ is invertible and
$$U\bar S=\bar l\,U-r=-\bar l\,(l-U)=-\bar l\,S .$$
This is `hUS`: every column $s$ of $S$ obeys $Ts=-\bar l s$. Put $M=S^{-1}RS$, so that $RS=SM$. Then
$$-\bar l\,S\bar M=U\bar S\bar M=U\bar R\bar S=RU\bar S=-\bar l\,SM,$$
which is `h2`. Cancelling $-\bar l\neq0$ and $S$ gives $\bar M=M$, and $D(g)$ is taken as the real part of $M$. Neither unitarity nor the commutant enters `realizable_of_square_pos`.

```lean
/-- If an intertwiner has `U conj U = r > 0`, all `R g` are real in a suitable basis. -/
theorem realizable_of_square_pos (h : Intertwines R U) {r : ℝ} (hr : 0 < r)
    (hsq : U * conjM U = (r : ℂ) • 1) : IsRealizable R := by
  -- a point of the circle `|l|² = r` outside the spectrum of `U`
  obtain ⟨l, hl, hs⟩ : ∃ l : ℂ, l * conj l = r ∧ l ∉ spectrum ℂ U := by
    obtain ⟨x, ⟨h0, h1⟩, hx⟩ := ((Set.Ioo_infinite (Real.sqrt_pos.2 hr)).sdiff
      ((Matrix.finite_spectrum U).image Complex.re)).nonempty
    have h2 : 0 ≤ r - x * x := by nlinarith [Real.mul_self_sqrt hr.le]
    refine ⟨⟨x, √(r - x * x)⟩, ?_, fun hm => hx ⟨_, hm, rfl⟩⟩
    rw [Complex.mul_conj, Complex.normSq_mk, Real.mul_self_sqrt h2]
    congr 1; ring
  have hl0 : -conj l ≠ 0 := by
    intro h0
    rw [neg_eq_zero.1 h0, mul_zero] at hl
    exact hr.ne (by exact_mod_cast hl)
  obtain ⟨S, hS, hUS⟩ : ∃ S : Matrix n n ℂ, IsUnit S.det ∧ U * conjM S = (-conj l) • S := by
    refine ⟨l • 1 - U, ?_, ?_⟩
    · rw [spectrum.mem_iff, not_not, Algebra.algebraMap_eq_smul_one] at hs
      exact (isUnit_iff_isUnit_det _).1 hs
    · have e : conjM (l • 1 - U) = conj l • 1 - conjM U := by
        ext i j; by_cases hij : i = j <;> simp [conjM, one_apply, hij]
      rw [e, mul_sub, Matrix.mul_smul, mul_one, hsq, ← hl]; module
  refine ⟨S, fun g => (S⁻¹ * (R g * S)).map Complex.re, hS, fun g => ?_⟩
  obtain ⟨M, hM⟩ : ∃ M, M = S⁻¹ * (R g * S) := ⟨_, rfl⟩
  have h1 : R g * S = S * M := by rw [hM, ← mul_assoc, mul_nonsing_inv _ hS, one_mul]
  have h2 : (-conj l) • (S * conjM M) = (-conj l) • (S * M) := by
    rw [← Matrix.smul_mul, ← hUS, mul_assoc, ← conjM_mul, ← h1, conjM_mul, ← mul_assoc, ← h g,
      mul_assoc, hUS, Matrix.mul_smul]
  have h3 : conjM M = M :=
    ((isUnit_iff_isUnit_det S).2 hS).mul_left_cancel (smul_right_injective _ hl0 h2)
  show R g * S = S * ((S⁻¹ * (R g * S)).map Complex.re).map Complex.ofReal
  rw [← hM, h1]
  congr 1; ext i j
  exact (Complex.conj_eq_iff_re.1 (congrFun (congrFun h3 i) j)).symm
```

**Q.** Could a cleverer basis make the antisymmetric case real too?

**A.** Not for $N\ge1$. Assume $RS=SD$ with $D$ real and set $W=S\,\overline{S^{-1}}$. Then
$$RW=SD\,\overline{S^{-1}}=S\,\overline{DS^{-1}}=S\,\overline{S^{-1}R}=W\bar R,$$
which is `hW`, and $W\bar W=S\,\overline{S^{-1}S}\,S^{-1}=1$, so $W$ is invertible. Apply `time_reversal_square` to $W$: the negative branch would put $1=-r$ on the diagonal, so $W$ is symmetric. By uniqueness $U=cW$ is symmetric. Conversely, a symmetric $U$ has $U\bar U=r$, and the construction of $S$ applies; the remaining branch, $U=-U$, occurs only in dimension zero. So `realizable_iff_symm` states that the family is real in some basis exactly when $U^T=U$. An antisymmetric $U$ then describes the pseudoreal case, equivalent to its conjugate and yet not real in any basis. The statement does not say that $S$ is unitary or that $D(g)$ is orthogonal.

```lean
/-- For unitary `R g` with scalar commutant and invertible intertwiner `U`, the `R g` are real
in some basis exactly when `U` is symmetric. -/
theorem realizable_iff_symm (hR : ∀ g, R g ∈ unitaryGroup n ℂ) (hc : ScalarCommutant R)
    (hU : IsUnit U.det) (h : Intertwines R U) : IsRealizable R ↔ Uᵀ = U := by
  constructor
  · rintro ⟨S, D, hS, hD⟩
    -- `S conj S⁻¹` intertwines, and its product with its entrywise conjugate is one
    have hW : Intertwines R (S * conjM S⁻¹) := fun g => by
      have e : conjM ((D g).map Complex.ofReal) = (D g).map Complex.ofReal := by
        ext i j; simp [conjM]
      have h1 : S⁻¹ * R g = (D g).map Complex.ofReal * S⁻¹ := by
        calc S⁻¹ * R g = S⁻¹ * (R g * S) * S⁻¹ := by
              rw [mul_assoc, mul_assoc, mul_nonsing_inv _ hS, mul_one]
          _ = _ := by rw [hD g, ← mul_assoc, nonsing_inv_mul _ hS, one_mul]
      rw [← mul_assoc, hD g, mul_assoc, mul_assoc, ← conjM_mul, h1, conjM_mul, e]
    have h1 : S * conjM S⁻¹ * conjM (S * conjM S⁻¹) = 1 := by
      have cc : conjM (conjM S⁻¹) = S⁻¹ := by ext i j; simp [conjM]
      have c1 : conjM (1 : Matrix n n ℂ) = 1 := by simp [conjM]
      rw [conjM_mul, cc, mul_assoc, ← mul_assoc (conjM S⁻¹), ← conjM_mul, nonsing_inv_mul _ hS,
        c1, one_mul, mul_nonsing_inv _ hS]
    have hu := isUnit_det_of_right_inverse h1
    obtain ⟨c, e⟩ := intertwiner_unique hc hu hW h
    obtain ⟨r, hr, ⟨h2, -⟩ | ⟨-, h2⟩⟩ := time_reversal_square hR hc hu hW
    · rw [e, transpose_smul, h2]
    · rw [h1] at h2
      ext i j; exfalso
      have := congrArg Complex.re (congrFun (congrFun h2 i) i)
      simp at this; linarith
  · intro hs
    obtain ⟨r, hr, ⟨-, h2⟩ | ⟨h2, -⟩⟩ := time_reversal_square hR hc hU h
    · exact realizable_of_square_pos h hr h2
    · -- `U = -U` with `U` invertible forces dimension zero
      have h0 : U = 0 := by
        ext i j
        have : U i j = -U i j := congrFun (congrFun (hs.symm.trans h2) i) j
        show U i j = 0
        linear_combination this / 2
      refine realizable_of_square_pos h one_pos ?_
      rw [Complex.ofReal_one, one_smul, ← mul_nonsing_inv _ hU, h0, zero_mul, zero_mul]
```

One more consequence needs no $R$. If $U^T=-U$, then $\det U=\det U^T=(-1)^N\det U$, and odd $N$ would force $\det U=0$. So `even_dim_of_antisymm` gives even $N$; for $N=1$ only the symmetric case exists.

```lean
/-- An invertible antisymmetric matrix has even dimension. -/
theorem even_dim_of_antisymm (hU : IsUnit U.det) (hs : Uᵀ = -U) : Even (Fintype.card n) := by
  by_contra ho
  have h := congrArg det hs
  rw [det_transpose, det_neg, (Nat.not_even_iff_odd.1 ho).neg_one_pow] at h
  exact hU.ne_zero (by linear_combination h / 2)
```

**Q.** Is this Wigner's classification, then?

**A.** It is the split between two of its three types. The existence of an invertible $U$ is a hypothesis, so representations inequivalent to their conjugates are excluded from the start, and no character formula for deciding the type appears. The link to physics is conditional: if a finite-dimensional multiplet with scalar commutant is mapped into itself by a time reversal that commutes with the $R(g)$, then $T^2=-1$ on it selects the antisymmetric branch and an even dimension, as for a spin ½ under all rotations, while $T^2=+1$ allows a basis with real representation matrices. When time reversal carries the multiplet into a different one, $U$ is not the physical operator, and the resulting doubling of the degeneracy is not treated.

**Q.** Show me that both signs occur.

**A.** Both occur at $N=2$. Here `pauli 0` is $\sigma_x$ and `pauli 1` is $\sigma_z$, with rows and columns numbered 0 and 1.

```lean
/-- The Pauli matrices `σx` and `σz`. -/
def pauli : Fin 2 → Matrix (Fin 2) (Fin 2) ℂ := ![!![0, 1; 1, 0], !![1, 0; 0, -1]]
```

In `real_witness` the matrices are real, so $U=1$ intertwines. For the commutant, $\sigma_zM=M\sigma_z$ gives $M_{01}=-M_{01}$, while $\sigma_xM=M\sigma_x$ gives $M_{10}=M_{01}$ and $M_{11}=M_{00}$, so $M=M_{00}\cdot1$.

```lean
/-- `σx, σz` are unitary with scalar commutant and are intertwined by the identity. -/
theorem real_witness : (∀ g, pauli g ∈ unitaryGroup (Fin 2) ℂ) ∧ ScalarCommutant pauli ∧
    Intertwines pauli 1 := by
  refine ⟨fun g => mem_unitaryGroup_iff.2 ?_, fun M h => ⟨M 0 0, ?_⟩, fun g => ?_⟩
  · ext i j
    fin_cases g <;> fin_cases i <;> fin_cases j <;>
      simp [pauli, Matrix.mul_apply, Fin.sum_univ_succ]
  · have a : M 1 1 = M 0 0 := by
      simpa [pauli, Matrix.mul_apply, Fin.sum_univ_succ] using congrFun (congrFun (h 0) 0) 1
    have b : M 0 1 = -M 0 1 := by
      simpa [pauli, Matrix.mul_apply, Fin.sum_univ_succ] using congrFun (congrFun (h 1) 0) 1
    have c : M 1 0 = M 0 1 := by
      simpa [pauli, Matrix.mul_apply, Fin.sum_univ_succ] using congrFun (congrFun (h 0) 0) 0
    have d : M 0 1 = 0 := by linear_combination b / 2
    ext i j; fin_cases i <;> fin_cases j <;> simp [a, c, d]
  · rw [mul_one, one_mul]
    ext i j; fin_cases g <;> fin_cases i <;> fin_cases j <;> simp [pauli, conjM]
```

In `pseudoreal_witness` the family is $i\sigma_x,\ i\sigma_z$, which up to sign are the spin-½ rotations by $\pi$ about $x$ and $z$. The factor $i$ leaves the commutant unchanged. The intertwiner is $U=\begin{pmatrix}0&1\\-1&0\end{pmatrix}=i\sigma_y$: it is real, anticommutes with $\sigma_x$ and $\sigma_z$, and this sign compensates $\overline{i\sigma}=-i\sigma$ for these two real matrices $\sigma$. It is already unitary, with $U\bar U=U^2=-1$.

```lean
/-- `iσx, iσz` are unitary with scalar commutant and are intertwined by the invertible
antisymmetric matrix `[[0, 1], [-1, 0]]`. -/
theorem pseudoreal_witness :
    (∀ g, Complex.I • pauli g ∈ unitaryGroup (Fin 2) ℂ) ∧
    ScalarCommutant (fun g => Complex.I • pauli g) ∧
    Intertwines (fun g => Complex.I • pauli g) !![0, 1; -1, 0] ∧
    IsUnit (!![0, 1; -1, 0] : Matrix (Fin 2) (Fin 2) ℂ).det ∧
    (!![0, 1; -1, 0] : Matrix (Fin 2) (Fin 2) ℂ)ᵀ = -!![0, 1; -1, 0] := by
  refine ⟨fun g => mem_unitaryGroup_iff.2 ?_, fun M h => real_witness.2.1 M fun g => ?_,
    fun g => ?_, by simp [det_fin_two], ?_⟩
  · ext i j
    fin_cases g <;> fin_cases i <;> fin_cases j <;>
      simp [pauli, Matrix.mul_apply, Fin.sum_univ_succ]
  · have := h g
    simp only [Matrix.smul_mul, Matrix.mul_smul] at this
    exact smul_right_injective _ Complex.I_ne_zero this
  · ext i j
    fin_cases g <;> fin_cases i <;> fin_cases j <;>
      simp [pauli, conjM, Matrix.mul_apply, Fin.sum_univ_succ]
  · ext i j; fin_cases i <;> fin_cases j <;> simp

end WignerRealityType
```

**Q.** Unitarity looks like a convenience. What happens without it?

**A.** The symmetry of $U$ can be lost; the example that follows is plain matrix multiplication and has no theorem above behind it. Take $S=\begin{pmatrix}1&i\\0&1\end{pmatrix}$ and transform the Pauli pair:
$$S\sigma_xS^{-1}=\begin{pmatrix}i&2\\1&-i\end{pmatrix},\qquad S\sigma_zS^{-1}=\begin{pmatrix}1&-2i\\0&-1\end{pmatrix}.$$
The commutant is still scalar, because similarity preserves it, but the matrices are not unitary. The invertible matrix $U=S\,\overline{S^{-1}}=\begin{pmatrix}1&2i\\0&1\end{pmatrix}$ intertwines: for the second matrix both $RU$ and $U\bar R$ equal $\sigma_z$, and for the first both equal $\begin{pmatrix}i&0\\1&i\end{pmatrix}$. This $U$ is neither symmetric nor antisymmetric, although $U\bar U=1$ and the family is real in the basis $S$. The test on $U^T$ can therefore fail for non-unitary matrices; the theorems above guarantee it in a basis in which the $R(g)$ are unitary.

```lean
#print axioms WignerRealityType.symm_or_antisymm
#print axioms WignerRealityType.realizable_iff_symm
#print axioms WignerRealityType.even_dim_of_antisymm
```

```
'WignerRealityType.symm_or_antisymm' depends on axioms: [propext, Classical.choice, Quot.sound]
'WignerRealityType.realizable_iff_symm' depends on axioms: [propext, Classical.choice, Quot.sound]
'WignerRealityType.even_dim_of_antisymm' depends on axioms: [propext, Classical.choice, Quot.sound]
```
